# Inversion averaging gives the 1/r² force a finite second moment for Lipschitz densities bounded away from zero on a ball

Put a nucleus at the origin and an electron at \(r\in\mathbb R^3\). As a simple model without a nuclear cusp, suppose that within distance 1 of the nucleus the electron's density is, up to normalisation, \(\rho(r)=1+a\,r_i\), where \(r_i\) is one Cartesian component and \(|a|<1\). Write \(\|r\|\) for the distance from the nucleus. The bare force component \(b_i(r)=r_i/\|r\|^3\) takes opposite values at \(r\) and \(-r\), with weights \(1+a r_i\) and \(1-a r_i\). Its weighted mean over the pair is

\[
\frac{b_i(r)(1+a r_i)-b_i(r)(1-a r_i)}{2}=\frac{a\,r_i^2}{\|r\|^3}.
\]

The inverse-square singularity has become at worst \(1/\|r\|\), because the two weights differ by an amount proportional to the distance.

## The same mean, with a 1/r bound

Let \(B\) be the open unit ball, and let \(\rho\ge c>0\) be \(L\)-Lipschitz on \(B\). Define

\[
F_i(r)=b_i(r)\,\frac{\rho(r)-\rho(-r)}{\rho(r)+\rho(-r)} .
\]

Then \(F_i\rho\) and \(F_i^2\rho\) are integrable on \(B\), and

\[
\int_B F_i\,\rho=\int_B b_i\,\rho,\qquad \|r\|\,|F_i(r)|\le \frac{L}{c}\quad(0\ne r\in B).
\]

The lower bound \(c\) excludes nodes in the ball. The constant \(L\) limits its slope and allows a nuclear cusp such as \(e^{-2Z\|r\|}\), with \(Z\) the nuclear charge.

## Where a Monte Carlo code could use the estimator

In variational Monte Carlo, the electron–nucleus part of the Hellmann–Feynman force on the nucleus is estimated, in atomic units, by the sample average of \(Z b_i\) summed over the electrons. Under the hypotheses above, the bare second moment is infinite:

\[
\int_B b_i^2\rho\ \ge\ c\,\frac{4\pi}{3}\int_0^1\frac{ds}{s^2}=\infty .
\]

A code can replace \(b_i\) by \(F_i\) inside the ball at the cost of one extra density ratio \(q=\rho(-r)/\rho(r)\), since \(F_i=b_i(1-q)/(1+q)\). The normalisation of \(\rho\) cancels. For one electron in a fixed density of this kind, the ball's contribution to the force then has finite variance, and with independent samples its standard error falls as \(N^{-1/2}\) in the number \(N\) of samples. The linear density above provides a closed-form value for testing an implementation.

## Derivation

**Integrable singularities.** In spherical coordinates,

\[
\int_B \|r\|^{-2}\,d^3r=4\pi\int_0^1 s^2 s^{-2}\,ds=4\pi .
\]

So a measurable \(h\) with \(\|r\|^2|h(r)|\le K\) on \(B\) is integrable. Since \(|r_i|\le\|r\|\), we have \(\|r\|^2|b_i|\le1\). The Lipschitz condition gives \(\rho(r)\le\rho(0)+L=:M\). Hence \(\|r\|^2|b_i\rho|\le M\), and \(b_i\rho\) is integrable.

**The mean.** For an observable \(f\) with \(f\rho\) integrable, let \(S(r)=\rho(r)+\rho(-r)\) and

\[
A f(r)=\frac{f(r)\rho(r)+f(-r)\rho(-r)}{S(r)},\qquad
W(r)=\frac{\rho(-r)}{S(r)}f(r)\rho(r).
\]

Because \(S\) is even and \(\rho(r)/S(r)=1-\rho(-r)/S(r)\),

\[
Af(r)\,\rho(r)=f(r)\rho(r)-W(r)+W(-r).
\]

The fraction in \(W\) lies between 0 and 1, so \(|W|\le|f\rho|\) and \(W\) is integrable. Inversion maps \(B\) to itself and preserves volume, so the two \(W\) terms have equal integrals and cancel. Since \(b_i\) is odd, \(Ab_i=F_i\), which gives the equality of means.

**The bound.** The points \(r\) and \(-r\) are \(2\|r\|\) apart, and \(S\ge2c\). Therefore

\[
\|r\||F_i|\le \|r\||b_i|\frac{2L\|r\|}{2c}
=\|r\|^2|b_i|\frac Lc\le\frac Lc .
\]

**The second moment.** Squaring the bound gives \(\|r\|^2F_i^2\rho\le(L/c)^2M\), so \(F_i^2\rho\) is integrable by the first step.

## A continuous density for which the averaged force has an infinite second moment

Take \(\rho(r)=2+\operatorname{sgn}(r_i)|r_i|^{1/2}\). On \(B\) it is at least 1 and Hölder continuous with exponent \(1/2\), but not Lipschitz. Here \(F_i=|r_i|^{3/2}/(2\|r\|^3)\), so

\[
\int_B F_i^2\rho\ \ge\ \frac14\int_B\frac{|r_i|^3}{\|r\|^6}\,d^3r
=\frac14\int_{S^2}|n_i|^3\,d\Omega\int_0^1\frac{ds}{s}=\infty ,
\]

where \(n=r/\|r\|\) runs over the unit sphere \(S^2\). Hölder continuity with exponent \(1/2\) and a positive lower bound are thus not enough. The example is mathematical, not physical: \(\int_B|\nabla\rho|^2/\rho\) is infinite, so an electron with this density would have infinite kinetic energy. This example and the divergence of the bare second moment are derived here only, not in the Lean file.

## The Lean file

```lean
import Mathlib

open MeasureTheory Metric
open scoped NNReal

namespace InversionAveragedForce

noncomputable section

/-- Three-dimensional Euclidean space. -/
abbrev Space := EuclideanSpace ℝ (Fin 3)

/-- The open unit ball around the nucleus. -/
abbrev unitBall : Set Space := ball 0 1

/-- Component `i` of the bare force estimator, `r_i / ‖r‖ ^ 3`, for `r ≠ 0`. -/
def bareForce (i : Fin 3) (r : Space) : ℝ := r i / ‖r‖ ^ 3

/-- The mean of an observable `f` over the pair `r`, `-r`, weighted with the density `ρ`,
where `ρ r + ρ (-r) ≠ 0`. -/
def inversionAverage (ρ f : Space → ℝ) (r : Space) : ℝ :=
  (f r * ρ r + f (-r) * ρ (-r)) / (ρ r + ρ (-r))

/-- The inversion-averaged force estimator, for `r ≠ 0` and `ρ r + ρ (-r) ≠ 0`. -/
def averagedForce (ρ : Space → ℝ) (i : Fin 3) (r : Space) : ℝ :=
  bareForce i r * ((ρ r - ρ (-r)) / (ρ r + ρ (-r)))

/-- The averaged force estimator is the inversion average of the bare force. -/
theorem averagedForce_eq (ρ : Space → ℝ) (i : Fin 3) (r : Space) :
    averagedForce ρ i r = inversionAverage ρ (bareForce i) r := by
  have h : bareForce i (-r) = -bareForce i r := by
    simp only [bareForce, PiLp.neg_apply, norm_neg, neg_div]
  rw [averagedForce, inversionAverage, h]
  ring

/-- The unit ball is symmetric under inversion. -/
theorem neg_mem_unitBall {r : Space} (h : r ∈ unitBall) : -r ∈ unitBall := by
  rw [mem_ball_zero_iff] at h ⊢
  rwa [norm_neg]

/-- A measurable function `h` on the unit ball for which `‖r‖ ^ 2 * |h r|` is bounded on the whole
ball is integrable there. -/
theorem integrableOn_of_inverse_square {h : Space → ℝ} {K : ℝ}
    (hm : AEStronglyMeasurable h (volume.restrict unitBall))
    (hK : ∀ r ∈ unitBall, ‖r‖ ^ 2 * |h r| ≤ K) : IntegrableOn h unitBall := by
  have hd : Module.finrank ℝ Space = 3 := finrank_euclideanSpace_fin
  -- the radial volume element `s ^ 2` cancels the singularity
  have h1 : IntegrableOn ((Set.Iio (1 : ℝ)).indicator (fun _ => (1 : ℝ))) (Set.Ioi 0) := by
    rw [IntegrableOn, integrable_indicator_iff measurableSet_Iio, IntegrableOn,
      Measure.restrict_restrict measurableSet_Iio]
    have hc : IntegrableOn (fun _ : ℝ => (1 : ℝ)) (Set.Icc 0 1) :=
      continuous_const.integrableOn_Icc
    exact hc.mono_set (fun y hy => ⟨le_of_lt hy.2, le_of_lt hy.1⟩)
  have h2 : IntegrableOn (fun y : ℝ => y ^ (Module.finrank ℝ Space - 1) •
      (Set.Iio (1 : ℝ)).indicator (fun s => (s ^ 2)⁻¹) y) (Set.Ioi 0) := by
    refine h1.congr_fun (fun y hy => ?_) measurableSet_Ioi
    have hy0 : y ≠ 0 := ne_of_gt hy
    by_cases hy1 : y < 1 <;> simp [hd, Set.indicator, hy1, hy0]
  have h3 := (integrable_fun_norm_addHaar (μ := (volume : Measure Space))
    (f := (Set.Iio (1 : ℝ)).indicator (fun s => (s ^ 2)⁻¹))).2 h2
  have h4 : IntegrableOn (fun r : Space => (‖r‖ ^ 2)⁻¹) unitBall := by
    rw [← integrable_indicator_iff measurableSet_ball]
    refine h3.congr (Filter.Eventually.of_forall fun r => ?_)
    by_cases hr : ‖r‖ < 1 <;> simp [Set.indicator, hr]
  -- comparison away from the origin, which has measure zero
  have h0 : ({0}ᶜ : Set Space) ∈ ae (volume.restrict unitBall) :=
    compl_mem_ae_iff.2 (measure_singleton (0 : Space))
  refine Integrable.mono' (h4.mul_const K) hm ?_
  filter_upwards [h0, ae_restrict_mem measurableSet_ball] with r hr0 hr
  have hn : 0 < ‖r‖ := norm_pos_iff.2 hr0
  rw [Real.norm_eq_abs, mul_comm, ← div_eq_mul_inv, le_div_iff₀ (by positivity), mul_comm]
  exact hK r hr

/-- Inversion preserves integrability and the integral over the unit ball. -/
theorem integral_inversion {g : Space → ℝ} (hg : IntegrableOn g unitBall) :
    IntegrableOn (fun r => g (-r)) unitBall ∧
      ∫ r in unitBall, g (-r) = ∫ r in unitBall, g r := by
  have hm : MeasurableSet unitBall := measurableSet_ball
  have hflip : (fun r => unitBall.indicator g (-r)) =
      unitBall.indicator (fun r => g (-r)) := by
    funext r
    by_cases h : r ∈ unitBall
    · rw [Set.indicator_of_mem h, Set.indicator_of_mem (neg_mem_unitBall h)]
    · have h' : -r ∉ unitBall := fun h' => h (neg_neg r ▸ neg_mem_unitBall h')
      rw [Set.indicator_of_notMem h, Set.indicator_of_notMem h']
  constructor
  · rw [← integrable_indicator_iff hm, ← hflip]
    exact ((integrable_indicator_iff hm).2 hg).comp_neg
  · rw [← integral_indicator hm, ← integral_indicator hm, ← hflip]
    exact integral_neg_eq_self _ _

/-- For a continuous positive density on the unit ball, inversion averaging preserves the mean
of every observable that is integrable against the density. -/
theorem integral_inversionAverage {ρ f : Space → ℝ} (hρ : ContinuousOn ρ unitBall)
    (hpos : ∀ r ∈ unitBall, 0 < ρ r) (hf : IntegrableOn (fun r => f r * ρ r) unitBall) :
    IntegrableOn (fun r => inversionAverage ρ f r * ρ r) unitBall ∧
      ∫ r in unitBall, inversionAverage ρ f r * ρ r = ∫ r in unitBall, f r * ρ r := by
  have hm : MeasurableSet unitBall := measurableSet_ball
  have hneg : ContinuousOn (fun r => ρ (-r)) unitBall :=
    hρ.comp continuous_neg.continuousOn (fun r hr => neg_mem_unitBall hr)
  have hw : ContinuousOn (fun r => ρ (-r) / (ρ r + ρ (-r))) unitBall := by
    refine ContinuousOn.div hneg (hρ.add hneg) (fun r hr => ?_)
    exact (add_pos (hpos r hr) (hpos _ (neg_mem_unitBall hr))).ne'
  -- `W` is the part of the integrand that averaging moves from `r` to `-r`
  obtain ⟨W, hW⟩ : ∃ W : Space → ℝ,
      W = fun r => ρ (-r) / (ρ r + ρ (-r)) * (f r * ρ r) := ⟨_, rfl⟩
  have hWi : IntegrableOn W unitBall := by
    rw [hW]
    refine Integrable.mono hf ((hw.aestronglyMeasurable hm).mul hf.aestronglyMeasurable) ?_
    filter_upwards [ae_restrict_mem hm] with r hr
    have h1 := hpos r hr
    have h2 := hpos _ (neg_mem_unitBall hr)
    rw [norm_mul]
    refine mul_le_of_le_one_left (norm_nonneg _) ?_
    rw [Real.norm_eq_abs, abs_of_nonneg (by positivity), div_le_one (by positivity)]
    linarith
  obtain ⟨hWn, hWe⟩ := integral_inversion hWi
  have hkey : Set.EqOn (fun r => inversionAverage ρ f r * ρ r)
      (fun r => f r * ρ r - W r + W (-r)) unitBall := by
    intro r hr
    have h1 := hpos r hr
    have h2 := hpos _ (neg_mem_unitBall hr)
    have h3 : ρ r + ρ (-r) ≠ 0 := (add_pos h1 h2).ne'
    simp only [hW, inversionAverage, neg_neg]
    rw [add_comm (ρ (-r)) (ρ r)]
    field_simp
    ring
  have hs : Integrable (fun r => f r * ρ r - W r) (volume.restrict unitBall) :=
    Integrable.sub hf hWi
  have hsum : IntegrableOn (fun r => f r * ρ r - W r + W (-r)) unitBall :=
    Integrable.add hs hWn
  refine ⟨hsum.congr_fun hkey.symm hm, ?_⟩
  rw [setIntegral_congr_fun hm hkey, integral_add hs hWn, integral_sub hf hWi, hWe]
  ring

/-- The bare force has at most an inverse-square singularity. -/
theorem bareForce_bound (i : Fin 3) (r : Space) : ‖r‖ ^ 2 * |bareForce i r| ≤ 1 := by
  by_cases h : r = 0
  · simp [h]
  have hn : 0 < ‖r‖ := norm_pos_iff.2 h
  have hi : |r i| ≤ ‖r‖ := by simpa using PiLp.norm_apply_le r i
  rw [bareForce, abs_div, abs_of_pos (pow_pos hn 3), ← mul_div_assoc,
    div_le_one (by positivity)]
  calc ‖r‖ ^ 2 * |r i| ≤ ‖r‖ ^ 2 * ‖r‖ := by gcongr
    _ = ‖r‖ ^ 3 := by ring

/-- If `ρ ≥ c > 0` is `L`-Lipschitz on the unit ball, the averaged force times the distance
from the origin is at most `L / c` in magnitude. -/
theorem averagedForce_bound {ρ : Space → ℝ} {c : ℝ} {L : ℝ≥0} (hc : 0 < c)
    (hρ : ∀ r ∈ unitBall, c ≤ ρ r) (hL : LipschitzOnWith L ρ unitBall) (i : Fin 3)
    {r : Space} (hr : r ∈ unitBall) : ‖r‖ * |averagedForce ρ i r| ≤ L / c := by
  have h1 := hρ r hr
  have h2 := hρ _ (neg_mem_unitBall hr)
  have hs : 0 < ρ r + ρ (-r) := by linarith
  have hn : ‖r - -r‖ = 2 * ‖r‖ := by
    rw [sub_neg_eq_add, ← two_smul ℝ r, norm_smul]
    norm_num
  have hd := hL.dist_le_mul r hr (-r) (neg_mem_unitBall hr)
  rw [Real.dist_eq, dist_eq_norm, hn] at hd
  -- the density difference supplies one power of the distance
  have hw : |(ρ r - ρ (-r)) / (ρ r + ρ (-r))| ≤ L * ‖r‖ / c := by
    rw [abs_div, abs_of_pos hs, div_le_div_iff₀ hs hc]
    calc |ρ r - ρ (-r)| * c ≤ (L * (2 * ‖r‖)) * c := mul_le_mul_of_nonneg_right hd hc.le
      _ = L * ‖r‖ * (2 * c) := by ring
      _ ≤ L * ‖r‖ * (ρ r + ρ (-r)) :=
        mul_le_mul_of_nonneg_left (by linarith) (by positivity)
  rw [averagedForce, abs_mul]
  calc ‖r‖ * (|bareForce i r| * |(ρ r - ρ (-r)) / (ρ r + ρ (-r))|)
      ≤ ‖r‖ * (|bareForce i r| * (L * ‖r‖ / c)) := by gcongr
    _ = (‖r‖ ^ 2 * |bareForce i r|) * (L / c) := by ring
    _ ≤ L / c := mul_le_of_le_one_left (by positivity) (bareForce_bound i r)

/-- If `ρ ≥ c > 0` is `L`-Lipschitz on the unit ball, the averaged force is integrable against
`ρ` with the same integral as the bare force, is bounded by `L / c` over the distance from the
origin, and has a finite second moment. -/
theorem averagedForce_mean_and_second_moment {ρ : Space → ℝ} {c : ℝ} {L : ℝ≥0} (hc : 0 < c)
    (hρ : ∀ r ∈ unitBall, c ≤ ρ r) (hL : LipschitzOnWith L ρ unitBall) (i : Fin 3) :
    IntegrableOn (fun r => averagedForce ρ i r * ρ r) unitBall ∧
      ∫ r in unitBall, averagedForce ρ i r * ρ r = ∫ r in unitBall, bareForce i r * ρ r ∧
      (∀ r ∈ unitBall, ‖r‖ * |averagedForce ρ i r| ≤ L / c) ∧
      IntegrableOn (fun r => averagedForce ρ i r ^ 2 * ρ r) unitBall := by
  have hm : MeasurableSet unitBall := measurableSet_ball
  have hpos : ∀ r ∈ unitBall, 0 < ρ r := fun r hr => hc.trans_le (hρ r hr)
  have hcont := hL.continuousOn
  have hneg : ContinuousOn (fun r => ρ (-r)) unitBall :=
    hcont.comp continuous_neg.continuousOn (fun r hr => neg_mem_unitBall hr)
  have hρm := hcont.aestronglyMeasurable (μ := volume) hm
  have hbm : Measurable (bareForce i) := by
    have h1 : Continuous (fun r : Space => r i) := by fun_prop
    exact h1.measurable.div (continuous_norm.measurable.pow_const 3)
  have hq : ContinuousOn (fun r => (ρ r - ρ (-r)) / (ρ r + ρ (-r))) unitBall := by
    refine ContinuousOn.div (hcont.sub hneg) (hcont.add hneg) (fun r hr => ?_)
    exact (add_pos (hpos r hr) (hpos _ (neg_mem_unitBall hr))).ne'
  have hFm : AEStronglyMeasurable (averagedForce ρ i) (volume.restrict unitBall) :=
    hbm.aestronglyMeasurable.mul (hq.aestronglyMeasurable hm)
  -- a Lipschitz density is bounded on the ball
  have hM : ∀ r ∈ unitBall, ρ r ≤ ρ 0 + L := by
    intro r hr
    have h1 := hL.dist_le_mul r hr 0 (mem_ball_self one_pos)
    rw [Real.dist_eq, dist_zero_right] at h1
    have h2 : (L : ℝ) * ‖r‖ ≤ L :=
      mul_le_of_le_one_right L.coe_nonneg (mem_ball_zero_iff.1 hr).le
    linarith [le_abs_self (ρ r - ρ 0)]
  have hf : IntegrableOn (fun r => bareForce i r * ρ r) unitBall := by
    refine integrableOn_of_inverse_square (K := ρ 0 + L)
      (hbm.aestronglyMeasurable.mul hρm) (fun r hr => ?_)
    rw [abs_mul, abs_of_pos (hpos r hr), ← mul_assoc]
    exact (mul_le_of_le_one_left (hpos r hr).le (bareForce_bound i r)).trans (hM r hr)
  have hmean := integral_inversionAverage hcont hpos hf
  simp only [← averagedForce_eq] at hmean
  refine ⟨hmean.1, hmean.2, fun r hr => averagedForce_bound hc hρ hL i hr, ?_⟩
  -- the square of the averaged force is again at most inverse-square
  refine integrableOn_of_inverse_square (K := (L / c) ^ 2 * (ρ 0 + L))
    ((hFm.pow 2).mul hρm) (fun r hr => ?_)
  have hb := averagedForce_bound hc hρ hL i hr
  rw [abs_mul, abs_of_pos (hpos r hr), abs_pow]
  calc ‖r‖ ^ 2 * (|averagedForce ρ i r| ^ 2 * ρ r)
      = (‖r‖ * |averagedForce ρ i r|) ^ 2 * ρ r := by ring
    _ ≤ (L / c) ^ 2 * ρ r :=
      mul_le_mul_of_nonneg_right (pow_le_pow_left₀ (by positivity) hb 2) (hpos r hr).le
    _ ≤ (L / c) ^ 2 * (ρ 0 + L) := mul_le_mul_of_nonneg_left (hM r hr) (by positivity)

/-- For the linearly polarised density `1 + a r_i`, the averaged force times `‖r‖ ^ 3` is
`a r_i ^ 2`. -/
theorem averagedForce_linear_density (a : ℝ) (i : Fin 3) (r : Space) :
    ‖r‖ ^ 3 * averagedForce (fun s => 1 + a * s i) i r = a * r i ^ 2 := by
  by_cases h : r = 0
  · simp [h]
  have hn : ‖r‖ ^ 3 ≠ 0 := pow_ne_zero 3 (norm_ne_zero_iff.2 h)
  have hq : (1 + a * r i - (1 + a * -r i)) / (1 + a * r i + (1 + a * -r i)) = a * r i := by
    have hd : 1 + a * r i + (1 + a * -r i) = 2 := by ring
    rw [hd]
    ring
  simp only [averagedForce, bareForce, PiLp.neg_apply]
  rw [hq]
  calc ‖r‖ ^ 3 * (r i / ‖r‖ ^ 3 * (a * r i))
      = (‖r‖ ^ 3 / ‖r‖ ^ 3) * (a * r i ^ 2) := by ring
    _ = a * r i ^ 2 := by rw [div_self hn, one_mul]

end

end InversionAveragedForce
```

```lean
#print axioms InversionAveragedForce.averagedForce_mean_and_second_moment
#print axioms InversionAveragedForce.averagedForce_linear_density
```

```
'InversionAveragedForce.averagedForce_mean_and_second_moment' depends on axioms: [propext, Classical.choice, Quot.sound]
'InversionAveragedForce.averagedForce_linear_density' depends on axioms: [propext, Classical.choice, Quot.sound]
```

## What the theorems say about a simulation

The main theorem is `averagedForce_mean_and_second_moment`. `Space` is \(\mathbb R^3\) with its Euclidean norm and Lebesgue measure, and `unitBall` is \(B\). The functions `bareForce i` and `averagedForce ρ i` are \(b_i\) and \(F_i\); the factor \(Z\) of the force is left out. The hypotheses `hc`, `hρ` and `hL` are \(c>0\), \(\rho\ge c\) and the Lipschitz condition; the last two constrain \(\rho\) only on the ball. The four conclusions are integrability of \(F_i\rho\), equality of the integrals, the pointwise bound and integrability of \(F_i^2\rho\). Lean gives a non-integrable function the integral 0, so it matters that the proof also establishes integrability of the bare integrand, as `hf`.

The lemmas follow the derivation:

- `integrableOn_of_inverse_square` does the radial integration through `integrable_fun_norm_addHaar`, then compares functions with `Integrable.mono'`.
- `integral_inversion` supplies the change of variable \(r\to-r\).
- `integral_inversionAverage` proves the \(W\) identity as `hkey`, using `field_simp` and `ring`, and then cancels the integrals. It holds for any continuous positive density and any observable integrable against it.
- `averagedForce_eq` identifies \(F_i\) with \(Ab_i\) from the oddness of the bare force.
- `bareForce_bound` and `averagedForce_bound` are the pointwise estimates; the first `calc` block in the latter uses \(2L\|r\|\) and \(2c\) as above.
- `averagedForce_linear_density` is the opening example, multiplied by \(\|r\|^3\).

The bound is stated per component. Replacing \(|r_i|\) by \(\|r\|\) in the derivation gives the same constant for the length of the force vector.

The density is a fixed function of one electron's position. In a many-electron wave function, \(c\) and \(L\) depend on the other electrons, and a node in the ball violates the lower bound, so finite variance of the full estimator does not follow. The theorem also says nothing about Pulay terms, the mixed-distribution bias of diffusion Monte Carlo, or correlated samples. It concerns real numbers: in floating point, \(1-q\) suffers cancellation near the nucleus, and its rounding error is multiplied by a factor of order \(1/\|r\|^2\).
